# A Hermitian spherical-tensor perturbation of rank k ≥ 1 leaves the mean energy of an isolated spin-j level unchanged

Put an ion into a crystal or a magnetic field, and a level with angular momentum \(j\) splits into as many as \(2j+1\) sublevels. Some may move up and others down. Does their average move as well?

The answer depends on how the perturbation behaves under rotations. Sort it into spherical tensors \(T_q\) of rank \(k\), with \(q=-k,\dots,k\). The coupling linear in a uniform magnetic field has rank 1, the coupling to an electric field gradient rank 2. Within one level, with its coupling to other levels neglected, a Hermitian combination of components with \(k\ge 1\) leaves the average where it was, while a rank-0 component is a multiple of the identity.

```lean
import Mathlib

open Matrix

namespace SphericalTensorBarycentre

noncomputable section
```

## The spin matrices

Angular momentum is measured in units of \(\hbar\). Write \(n=2j\) and number the states \(a=0,\dots,n\) downwards from the top, so that \(m=n/2-a\). The raising matrix takes state \(b\) to state \(b-1\), with the element

\[
\sqrt{j(j+1)-m(m+1)}=\sqrt{(j-m)(j+m+1)}=\sqrt{b\,(n+1-b)},\qquad m=\tfrac n2-b .
\]

```lean
/-- The ladder matrix element `√(b (2j + 1 - b))` between the states number `b - 1` and `b`
of a spin with `2j = n`, counted downwards from `m = j`. -/
def step (n b : ℕ) : ℝ := √((b : ℝ) * (n + 1 - b))
```

In this basis \(J_z\) is diagonal, with entries \(n/2-a\).

```lean
/-- The matrix of `Jz` for spin `j = n/2`; state number `a` has `m = n/2 - a`. -/
def Jz (n : ℕ) : Matrix (Fin (n + 1)) (Fin (n + 1)) ℂ :=
  diagonal fun a => (n : ℂ) / 2 - ((a : ℕ) : ℂ)
```

The raising matrix \(J_+\) has its non-zero elements just above the diagonal, in row \(b-1\) and column \(b\).

```lean
/-- The raising matrix `J₊` for spin `j = n/2`. -/
def Jp (n : ℕ) : Matrix (Fin (n + 1)) (Fin (n + 1)) ℂ :=
  of fun a b => if (a : ℕ) + 1 = (b : ℕ) then (step n b : ℂ) else 0
```

The lowering matrix \(J_-\) is its transpose.

```lean
/-- The lowering matrix `J₋` for spin `j = n/2`. -/
def Jm (n : ℕ) : Matrix (Fin (n + 1)) (Fin (n + 1)) ℂ :=
  of fun a b => if (b : ℕ) + 1 = (a : ℕ) then (step n a : ℂ) else 0
```

The type `Fin (n + 1)` labels the \(2j+1\) states, so every integer and half-integer spin is included, starting with \(j=0\).

## Racah's relations as the definition of a tensor

A spherical tensor of rank \(k\) is a set of operators that rotate into one another as the spherical harmonics \(Y_{kq}\) do. For infinitesimal rotations this says

\[
[J_z,T_q]=q\,T_q,\qquad [J_\pm,T_q]=\sqrt{k(k+1)-q(q\pm1)}\;T_{q\pm1}.
\]

The square root is called `coeff`, with \(q'=q\pm1\) as its last argument.

```lean
/-- Racah's coefficient `√(k(k+1) - q q')` for the step from `q` to `q' = q ± 1`. -/
def coeff (k : ℕ) (q q' : ℤ) : ℝ := √((k : ℝ) * (k + 1) - q * q')
```

The family `T` is indexed by all integers, but the relations are imposed only for \(-k\le q\le k\). At \(q=k\) the raising coefficient is zero, and at \(q=-k\) the lowering one is, so matrices outside the range have no influence.

```lean
/-- Racah's commutation relations: the matrices `T q` with `-k ≤ q ≤ k` are the components
of a spherical tensor of rank `k` on the level of spin `n/2`. -/
structure IsSphericalTensor (n k : ℕ) (T : ℤ → Matrix (Fin (n + 1)) (Fin (n + 1)) ℂ) :
    Prop where
  z : ∀ q : ℤ, -(k : ℤ) ≤ q → q ≤ k → Jz n * T q - T q * Jz n = (q : ℂ) • T q
  plus : ∀ q : ℤ, -(k : ℤ) ≤ q → q ≤ k →
    Jp n * T q - T q * Jp n = (coeff k q (q + 1) : ℂ) • T (q + 1)
  minus : ∀ q : ℤ, -(k : ℤ) ≤ q → q ≤ k →
    Jm n * T q - T q * Jm n = (coeff k q (q - 1) : ℂ) • T (q - 1)
```

The three fields `z`, `plus` and `minus` are the three relations. They are assumed of the matrices \(T_q\), and no particular field or charge distribution is specified.

## The mean energy and an example of a tensor

For a Hermitian matrix \(H\) with eigenvalues \(E_i\), counted with multiplicity, the mean level energy is

\[
\bar E=\frac{1}{2j+1}\sum_i E_i .
\]

```lean
/-- The mean level energy: the average of the eigenvalues of a Hermitian matrix. -/
def meanLevel {n : ℕ} {H : Matrix (Fin (n + 1)) (Fin (n + 1)) ℂ} (hH : H.IsHermitian) : ℝ :=
  (∑ i, hH.eigenvalues i) / (n + 1)
```

The argument `hH` is the proof that \(H\) is Hermitian, which makes the eigenvalues real.

The standard example of a rank-1 tensor is the angular momentum itself:

\[
T_1=-\frac{J_+}{\sqrt2},\qquad T_0=J_z,\qquad T_{-1}=\frac{J_-}{\sqrt2}.
\]

```lean
/-- The spherical components of the angular momentum itself:
`-J₊/√2`, `Jz`, `J₋/√2` for `q = 1, 0, -1`, and zero for other `q`. -/
def vectorJ (n : ℕ) (q : ℤ) : Matrix (Fin (n + 1)) (Fin (n + 1)) ℂ :=
  if q = 1 then (-((√2 : ℝ) : ℂ) / 2) • Jp n else if q = 0 then Jz n
  else if q = -1 then (((√2 : ℝ) : ℂ) / 2) • Jm n else 0
```

## Every component of rank k ≥ 1 is traceless

Since \(\operatorname{tr}(AB)=\operatorname{tr}(BA)\), a commutator has trace zero. Taking the trace of the \(J_z\) relation gives

\[
0=\operatorname{tr}[J_z,T_q]=q\,\operatorname{tr}T_q ,
\]

which settles every \(q\neq0\). For \(q=0\) this equation is empty, so \(T_0\) is reached from below. As \(k\ge1\), the component \(T_{-1}\) exists, and

\[
0=\operatorname{tr}[J_+,T_{-1}]=\sqrt{k(k+1)}\;\operatorname{tr}T_0 .
\]

The square root is positive, hence \(\operatorname{tr}T_0=0\).

```lean
/-- Every component of a spherical tensor of rank `k ≥ 1` has trace zero. -/
theorem trace_eq_zero {n k : ℕ} {T : ℤ → Matrix (Fin (n + 1)) (Fin (n + 1)) ℂ}
    (h : IsSphericalTensor n k T) (hk : 1 ≤ k) {q : ℤ} (h1 : -(k : ℤ) ≤ q) (h2 : q ≤ k) :
    (T q).trace = 0 := by
  -- a commutator has no trace
  have tc : ∀ A B : Matrix (Fin (n + 1)) (Fin (n + 1)) ℂ, (A * B - B * A).trace = 0 := by
    intro A B
    rw [trace_sub, trace_mul_comm A B, sub_self]
  by_cases hq : q = 0
  · -- `T 0` is reached from `T (-1)` by the raising relation
    subst hq
    have e := congrArg trace (h.plus (-1) (by omega) (by omega))
    rw [tc, trace_smul, smul_eq_mul, show (-1 : ℤ) + 1 = 0 from rfl] at e
    have hpos : 0 < coeff k (-1) 0 := by
      have hk' : (1 : ℝ) ≤ k := by exact_mod_cast hk
      unfold coeff
      apply Real.sqrt_pos.mpr
      push_cast
      nlinarith
    exact (mul_eq_zero.mp e.symm).resolve_left (Complex.ofReal_ne_zero.mpr hpos.ne')
  · have e := congrArg trace (h.z q h1 h2)
    rw [tc, trace_smul, smul_eq_mul] at e
    exact (mul_eq_zero.mp e.symm).resolve_left (Int.cast_ne_zero.mpr hq)
```

The auxiliary fact `tc` is the vanishing trace of a commutator. The case split on `q = 0` is the one above: `hpos` shows that the ladder coefficient is positive, and in both cases `mul_eq_zero` lets the non-zero factor be divided out.

For \(j=0\) the matrices are \(1\times1\), and zero trace means that they are zero. Such a level has no dipole or quadrupole moment, and no field of rank \(k\ge1\) shifts it in first order.

## The barycentre stays put

Let \(V=\sum_{q=-k}^{k}c_q T_q\) with complex coefficients \(c_q\). By the previous result,

\[
\operatorname{tr}(H+V)=\operatorname{tr}H+\sum_{q=-k}^{k}c_q\operatorname{tr}T_q=\operatorname{tr}H .
\]

The trace of a Hermitian matrix is the sum of its eigenvalues. Dividing by \(2j+1\) gives equal mean energies before and after.

```lean
/-- Barycentre rule: adding a combination of the components of a spherical tensor of rank
`k ≥ 1` to a Hermitian level Hamiltonian leaves the mean level energy unchanged, if the sum
is again Hermitian. -/
theorem barycentre_rule {n k : ℕ} {T : ℤ → Matrix (Fin (n + 1)) (Fin (n + 1)) ℂ}
    (h : IsSphericalTensor n k T) (hk : 1 ≤ k) (c : ℤ → ℂ)
    {H : Matrix (Fin (n + 1)) (Fin (n + 1)) ℂ} (hH : H.IsHermitian)
    (hHV : (H + ∑ q ∈ Finset.Icc (-(k : ℤ)) k, c q • T q).IsHermitian) :
    meanLevel hHV = meanLevel hH := by
  -- the perturbation has no trace, and the trace is the sum of the eigenvalues
  have ht : (H + ∑ q ∈ Finset.Icc (-(k : ℤ)) k, c q • T q).trace = H.trace := by
    rw [trace_add, trace_sum, Finset.sum_eq_zero, add_zero]
    intro q hq
    rw [Finset.mem_Icc] at hq
    rw [trace_smul, trace_eq_zero h hk hq.1 hq.2, smul_zero]
  rw [hHV.trace_eq_sum_eigenvalues, hH.trace_eq_sum_eigenvalues] at ht
  have hs : ∑ i, hHV.eigenvalues i = ∑ i, hH.eigenvalues i := by exact_mod_cast ht
  unfold meanLevel
  rw [hs]
```

The theorem takes any Hermitian `H` on the level, degenerate or already split, and compares exact eigenvalues of the two matrices. Hermiticity of the sum is the hypothesis `hHV`. It is a condition on the coefficients, because a single component such as \(-J_+/\sqrt2\) is in general not Hermitian. In the proof, `ht` is the equality of traces, and `hs` is the same equality for the real eigenvalue sums.

For a real ion two further effects can move the average. The perturbation may have a rank-0 part, as the term quadratic in a magnetic field does, and this shifts the whole level. A real field also couples the level to others, and that coupling can move the average from second order on.

Up to the size of the splitting, the rule fixes the orbital energies of a single \(d\) electron in an octahedral field, provided the \(d\) shell is treated as an isolated level with orbital angular momentum 2 in place of \(j\), so that \(n=4\). Apart from a rank-0 part, the field acts there with rank 4 and splits the five orbitals into a pair at \(E_e\) and a triple at \(E_t\), with \(E_e-E_t=\Delta\). Measured from the level as shifted by the rank-0 part alone, the energies obey

\[
2E_e+3E_t=0\quad\Longrightarrow\quad E_e=\tfrac35\Delta,\qquad E_t=-\tfrac25\Delta .
\]

## Rank zero means a multiple of the identity

For \(k=0\) only \(q=0\) occurs and all coefficients vanish, so \(T_0\) commutes with \(J_z\) and \(J_+\). The element of \([J_z,T_0]=0\) in row \(a\) and column \(b\) reads

\[
(b-a)\,(T_0)_{ab}=0 ,
\]

so \(T_0\) is diagonal, with entries \(d_a\). The element of \([J_+,T_0]=0\) in row \(i\) and column \(i+1\) is then

\[
\sqrt{(i+1)(n-i)}\;(d_{i+1}-d_i)=0,\qquad 0\le i<n .
\]

The root is positive, so neighbouring entries agree and \(T_0=d_0\,\mathbb 1\). Conversely, a multiple of the identity commutes with all three spin matrices, and the right-hand sides of Racah's relations are zero too.

```lean
/-- A family is a spherical tensor of rank `0` exactly when its component `T 0` is a multiple
of the identity. -/
theorem rank_zero_iff {n : ℕ} {T : ℤ → Matrix (Fin (n + 1)) (Fin (n + 1)) ℂ} :
    IsSphericalTensor n 0 T ↔ ∃ c : ℂ, T 0 = c • 1 := by
  constructor
  · intro h
    have hz : Jz n * T 0 - T 0 * Jz n = 0 := by
      simpa using h.z 0 (by simp) (by simp)
    have hp : Jp n * T 0 - T 0 * Jp n = 0 := by
      simpa [coeff] using h.plus 0 (by simp) (by simp)
    -- `Jz` has distinct eigenvalues, so `T 0` is diagonal
    obtain ⟨d, hd⟩ : ∃ d, T 0 = diagonal d := by
      refine ⟨fun a => T 0 a a, ?_⟩
      ext a b
      by_cases hab : a = b
      · subst hab
        rw [diagonal_apply_eq]
      · rw [diagonal_apply_ne _ hab]
        have e := congrFun (congrFun hz a) b
        rw [Jz, Matrix.sub_apply, diagonal_mul, mul_diagonal, Matrix.zero_apply] at e
        have hne : ((b : ℕ) : ℂ) - ((a : ℕ) : ℂ) ≠ 0 := by
          intro h0
          have h3 : (b : ℕ) = (a : ℕ) := by exact_mod_cast sub_eq_zero.mp h0
          exact hab (Fin.ext h3.symm)
        refine (mul_eq_zero.mp ?_).resolve_left hne
        linear_combination e
    rw [hd] at hp
    -- `J₊` connects neighbours, so all diagonal entries agree
    have hall : ∀ (i : ℕ) (hi : i < n + 1), d ⟨i, hi⟩ = d 0 := by
      intro i
      induction i with
      | zero => intro hi; rfl
      | succ i ih =>
        intro hi
        have e := congrFun (congrFun hp ⟨i, by omega⟩) ⟨i + 1, hi⟩
        rw [Matrix.sub_apply, mul_diagonal, diagonal_mul, Matrix.zero_apply] at e
        have hJ : Jp n ⟨i, by omega⟩ ⟨i + 1, hi⟩ ≠ 0 := by
          have hin : (i : ℝ) < n := by exact_mod_cast (by omega : i < n)
          have hs : 0 < step n (i + 1) := by
            unfold step
            apply Real.sqrt_pos.mpr
            push_cast
            exact mul_pos (by positivity) (by linarith)
          simpa [Jp] using hs.ne'
        rw [← ih (by omega)]
        apply mul_left_cancel₀ hJ
        linear_combination e
    refine ⟨d 0, ?_⟩
    rw [hd, smul_one_eq_diagonal]
    congr 1
    funext a
    exact hall a a.isLt
  · rintro ⟨c, hc⟩
    refine ⟨?_, ?_, ?_⟩ <;> intro q h1 h2 <;> obtain rfl : q = 0 := by omega
    all_goals simp [hc, coeff]
```

The statement is an equivalence: Racah's relations with \(k=0\) hold exactly when `T 0` equals `c • 1` for some complex `c`. The proof obtains the diagonal form as `hd`, and `hall` carries the equality of neighbours down from the top state by induction. The relation with \(J_-\) is not needed in this direction.

If \(c\) is real, adding \(T_0\) to a Hamiltonian moves every sublevel, and therefore the mean, by \(c\). This is why the trace theorem requires \(k\ge1\): for \(k=0\) the trace can be non-zero.

## Spin 1/2 supplies a rank-1 tensor

For spin \(1/2\) the components of the angular momentum satisfy Racah's relations with \(k=1\), so the definition has a non-zero example. From \([J_z,J_\pm]=\pm J_\pm\) one reads off \([J_z,T_q]=q\,T_q\). Together with \([J_+,J_-]=2J_z\), the ladder relations become

\[
\begin{aligned}
[J_+,T_{-1}]&=\sqrt2\,J_z=\sqrt2\,T_0, & [J_+,T_0]&=-J_+=\sqrt2\,T_1, & [J_+,T_1]&=0,\\
[J_-,T_1]&=\sqrt2\,J_z=\sqrt2\,T_0, & [J_-,T_0]&=J_-=\sqrt2\,T_{-1}, & [J_-,T_{-1}]&=0 .
\end{aligned}
\]

```lean
/-- The angular momentum of a spin `1/2` is a spherical tensor of rank `1`. -/
theorem vectorJ_witness : IsSphericalTensor 1 1 (vectorJ 1) := by
  have hs : ((√2 : ℝ) : ℂ) * ((√2 : ℝ) : ℂ) = 2 := by
    exact_mod_cast Real.mul_self_sqrt (by norm_num : (0 : ℝ) ≤ 2)
  have hstep : step 1 1 = 1 := by norm_num [step]
  -- the ladder coefficients of rank 1
  have c1 : coeff 1 (-1) 0 = √2 := by norm_num [coeff]
  have c2 : coeff 1 0 1 = √2 := by norm_num [coeff]
  have c3 : coeff 1 1 2 = 0 := by norm_num [coeff]
  have c4 : coeff 1 1 0 = √2 := by norm_num [coeff]
  have c5 : coeff 1 0 (-1) = √2 := by norm_num [coeff]
  have c6 : coeff 1 (-1) (-2) = 0 := by norm_num [coeff]
  refine ⟨?_, ?_, ?_⟩ <;> intro q h1 h2 <;>
    obtain rfl | rfl | rfl : q = -1 ∨ q = 0 ∨ q = 1 := by omega
  -- compare the matrices entry by entry
  all_goals
    ext i j
    fin_cases i <;> fin_cases j <;>
      simp [vectorJ, Jz, Jp, Jm, hstep, c1, c2, c3, c4, c5, c6, Matrix.mul_apply,
        diagonal_apply, Fin.sum_univ_succ]
  all_goals grind

end

end SphericalTensorBarycentre
```

Lean takes a more direct route than the commutators. The facts `c1` to `c6` evaluate the ladder coefficients, and each of the nine relations is then compared entry by entry as an equation between \(2\times2\) matrices. The same components form a rank-1 tensor for every spin, a textbook fact that is checked here for spin \(1/2\) alone.

```lean
#print axioms SphericalTensorBarycentre.barycentre_rule
-- 'SphericalTensorBarycentre.barycentre_rule' depends on axioms: [propext, Classical.choice, Quot.sound]
#print axioms SphericalTensorBarycentre.rank_zero_iff
-- 'SphericalTensorBarycentre.rank_zero_iff' depends on axioms: [propext, Classical.choice, Quot.sound]
```
